# The double commutator with a Hermitian idempotent projects orthogonally onto its occupied–virtual matrices

## Steps that spoil idempotency

Add a small, arbitrary symmetric change \(\varepsilon X\) to a one-particle density matrix \(P\), and the result is in general no longer the density matrix of a Slater determinant. With \(P^2=P\),

\[
(P+\varepsilon X)^2-(P+\varepsilon X)=\varepsilon\,(PX+XP-X)+\varepsilon^2X^2 .
\]

The error is of first order unless

\[
PX+XP=X. \tag{1}
\]

Here \(P\) is written in a finite orthonormal basis and projects onto the occupied orbitals; \(1-P\) projects onto the virtual ones. The Hermitian solutions of (1) form the tangent space at \(P\) of the Grassmann manifold, the set of Hermitian projectors of fixed rank. An arbitrary \(X\) can be brought into the solution space of (1) by

\[
T(X)=[P,[P,X]],\qquad [A,B]=AB-BA .
\]

In closed-shell Hartree–Fock theory in such a basis, with \(P\) the projector onto the doubly occupied spatial orbitals, \(T\) applied to the Fock matrix keeps its occupied–virtual blocks, which vanish at a stationary point.

## The projection and its derivation

Let \(P^\dagger=P\) and \(P^2=P\), over the real or complex numbers. For real matrices \(\dagger\) is the transpose.

**Block form.** Expanding the commutators gives

\[
T(X)=P^2X-2PXP+XP^2=PX+XP-2PXP=PX(1-P)+(1-P)XP .
\]

**Fixed points.** If \(T(X)=X\), multiply by \(P\) on both sides: \(PXP=PXP+PXP-2PXP=0\). The expansion then reduces to (1). Conversely, multiplying (1) by \(P\) from the left gives \(PX+PXP=PX\), so \(PXP=0\) and \(T(X)=PX+XP=X\).

**Idempotency.** We have \(P\,T(X)=PX-PXP\) and \(T(X)P=XP-PXP\). Their sum is \(T(X)\), so \(T(X)\) satisfies (1) and is a fixed point: \(T(T(X))=T(X)\).

**Self-adjointness.** Write \(\langle X,Y\rangle=\operatorname{tr}(X^\dagger Y)\) and \(A=X^\dagger\). Since \(P\) is Hermitian, \(T(X)^\dagger=T(A)\). Put \(W=[P,A]Y-A[P,Y]\). By the product rule for commutators,

\[
[P,W]=[P,[P,A]]\,Y+[P,A][P,Y]-[P,A][P,Y]-A\,[P,[P,Y]]=T(A)Y-A\,T(Y).
\]

A commutator has zero trace, hence \(\langle T(X),Y\rangle=\langle X,T(Y)\rangle\).

## Distance, velocity and rotation

**Distance.** Let \(Y\) satisfy (1). Then so does \(Z=T(X)-Y\), and

\[
\langle X-T(X),Z\rangle=\langle X,Z\rangle-\langle X,T(Z)\rangle=0 .
\]

The conjugate cross term vanishes too. Expanding \(X-Y=(X-T(X))+Z\) gives, in the Frobenius norm,

\[
\|X-Y\|^2=\|X-T(X)\|^2+\|T(X)-Y\|^2 ,
\]

so \(T(X)\) is the solution of (1) nearest to \(X\).

**Velocity.** If \(\gamma(t)^2=\gamma(t)\) for all real \(t\) and \(\gamma\) has derivative \(D\) at \(t=0\), differentiation gives \(D\gamma(0)+\gamma(0)D=D\), which is (1) at \(P=\gamma(0)\).

**Rotation.** For Hermitian \(X\) satisfying (1), set \(K=[X,P]\). Then \(K^\dagger=PX-XP=-K\), and \([K,P]=[P,[P,X]]=X\). Thus \(K\) is an orbital-rotation generator that produces the variation \(X\).

**Two sites.** One electron in the bonding orbital \((1,1)/\sqrt2\) has

\[
P=\tfrac12\begin{pmatrix}1&1\\1&1\end{pmatrix},\qquad
X=\begin{pmatrix}1&0\\0&-1\end{pmatrix}.
\]

Direct multiplication gives \(PX+XP=X\). This variation moves charge between the sites.

## Where each hypothesis enters

Without Hermiticity, self-adjointness can fail. Let \(E_{ij}\) have a single 1 at position \((i,j)\), and take the idempotent \(P=E_{11}+E_{12}\). Then \(T(E_{11})=-E_{12}\) and \(T(E_{12})=E_{12}\), so \(\langle T(E_{11}),E_{12}\rangle=-1\), whereas \(\langle E_{11},T(E_{12})\rangle=0\).

Without idempotency, \(T\) need not be a projection. For \(P=\operatorname{diag}(2,0)\), a spin-summed density matrix with one doubly occupied orbital, \(T(E_{12})=4E_{12}\) and \(T(T(E_{12}))=16E_{12}\).

## Reading the Lean statements

The finite type `n` labels the basis functions, and `RCLike 𝕜` covers real and complex entries. `doubleComm P X` is \(T(X)\), `IsOccVirt P X` is equation (1), and `ᴴ` is \(\dagger\). The hypotheses `hH` and `hP` say that \(P\) is Hermitian and idempotent.

The four conjuncts of `grassmann_tangent_projection` are the block form, idempotency, self-adjointness and the fixed-point criterion. They hold for all square \(X\) and \(Y\), Hermitian or not; the tangent space itself is the Hermitian part of the fixed-point set. In `velocity_isOccVirt` the derivative is taken entry by entry, and the curve need not be Hermitian.

The orthonormal basis is built into `P * P = P`; a non-orthogonal basis would bring in the overlap matrix. The manifold structure is not constructed, and the converse of the velocity statement, that every Hermitian solution of (1) is the velocity of some curve of projectors, is not among the theorems.

```lean
import Mathlib

open Matrix

namespace GrassmannTangent

variable {n 𝕜 : Type*} [Fintype n] [DecidableEq n] [RCLike 𝕜]

/-- The double commutator `[P, [P, X]]` of square matrices `P` and `X`. -/
def doubleComm (P X : Matrix n n 𝕜) : Matrix n n 𝕜 :=
  P * (P * X - X * P) - (P * X - X * P) * P

/-- The linearised idempotency condition `P X + X P = X` on a variation `X` of the square matrix
`P`. -/
def IsOccVirt (P X : Matrix n n 𝕜) : Prop :=
  P * X + X * P = X

/-- For an idempotent `P` the double commutator is `P X + X P - 2 P X P`. -/
theorem doubleComm_expand {P : Matrix n n 𝕜} (hP : P * P = P) (X : Matrix n n 𝕜) :
    doubleComm P X = P * X + X * P - P * X * P - P * X * P := by
  calc doubleComm P X
      = (P * P) * X + X * (P * P) - P * X * P - P * X * P := by
        unfold doubleComm
        noncomm_ring
    _ = P * X + X * P - P * X * P - P * X * P := by rw [hP]

/-- The double commutator with an idempotent `P` leaves `X` unchanged exactly when `X`
satisfies the linearised idempotency condition. -/
theorem doubleComm_eq_self_iff {P : Matrix n n 𝕜} (hP : P * P = P) (X : Matrix n n 𝕜) :
    doubleComm P X = X ↔ IsOccVirt P X := by
  rw [doubleComm_expand hP]
  constructor
  · intro h
    -- the occupied-occupied block of a fixed matrix vanishes
    have h0 : P * X * P = 0 := by
      calc P * X * P = P * (P * X + X * P - P * X * P - P * X * P) * P := by rw [h]
        _ = (P * P) * X * P + P * X * (P * P) - (P * P) * X * (P * P)
              - (P * P) * X * (P * P) := by noncomm_ring
        _ = P * X * P + P * X * P - P * X * P - P * X * P := by rw [hP]
        _ = 0 := by abel
    rw [h0, sub_zero, sub_zero] at h
    exact h
  · intro hX
    have hX' : P * X + X * P = X := hX
    -- multiplying the tangent condition by `P` removes the same block
    have h1 : P * (P * X + X * P) = P * X := by rw [hX']
    have h0 : P * X * P = 0 := by
      calc P * X * P = P * (P * X + X * P) - (P * P) * X := by noncomm_ring
        _ = 0 := by rw [h1, hP, sub_self]
    rw [h0, sub_zero, sub_zero]
    exact hX'

/-- The double commutator of any matrix with an idempotent `P` satisfies the linearised
idempotency condition. -/
theorem isOccVirt_doubleComm {P : Matrix n n 𝕜} (hP : P * P = P) (X : Matrix n n 𝕜) :
    IsOccVirt P (doubleComm P X) := by
  unfold IsOccVirt
  rw [doubleComm_expand hP]
  calc P * (P * X + X * P - P * X * P - P * X * P)
        + (P * X + X * P - P * X * P - P * X * P) * P
      = (P * P) * X + P * X * P - (P * P) * X * P - (P * P) * X * P
        + (P * X * P + X * (P * P) - P * X * (P * P) - P * X * (P * P)) := by noncomm_ring
    _ = P * X + P * X * P - P * X * P - P * X * P
        + (P * X * P + X * P - P * X * P - P * X * P) := by rw [hP]
    _ = P * X + X * P - P * X * P - P * X * P := by abel

/-- For a Hermitian `P` the double commutator is self-adjoint for the Frobenius inner
product `trace (Xᴴ Y)`. -/
theorem doubleComm_selfAdjoint {P : Matrix n n 𝕜} (hH : Pᴴ = P) (X Y : Matrix n n 𝕜) :
    trace ((doubleComm P X)ᴴ * Y) = trace (Xᴴ * doubleComm P Y) := by
  have hT : (doubleComm P X)ᴴ = doubleComm P Xᴴ := by
    unfold doubleComm
    simp only [conjTranspose_sub, conjTranspose_mul, hH]
    noncomm_ring
  have hW : ∀ W : Matrix n n 𝕜, trace (P * W - W * P) = 0 := fun W => by
    rw [trace_sub, trace_mul_comm P W, sub_self]
  -- the two sides differ by the trace of a commutator with `P`
  have h : doubleComm P Xᴴ * Y - Xᴴ * doubleComm P Y
      = P * ((P * Xᴴ - Xᴴ * P) * Y - Xᴴ * (P * Y - Y * P))
        - ((P * Xᴴ - Xᴴ * P) * Y - Xᴴ * (P * Y - Y * P)) * P := by
    unfold doubleComm
    noncomm_ring
  rw [hT, ← sub_eq_zero, ← trace_sub, h]
  exact hW _

/-- For a Hermitian idempotent `P`, the map `X ↦ [P, [P, X]]` keeps the two
occupied-virtual blocks of `X`, is idempotent and self-adjoint for `trace (Xᴴ Y)`, and
fixes exactly the matrices with `P X + X P = X`. -/
theorem grassmann_tangent_projection {P : Matrix n n 𝕜} (hH : Pᴴ = P) (hP : P * P = P) :
    (∀ X, doubleComm P X = P * X * (1 - P) + (1 - P) * X * P) ∧
    (∀ X, doubleComm P (doubleComm P X) = doubleComm P X) ∧
    (∀ X Y, trace ((doubleComm P X)ᴴ * Y) = trace (Xᴴ * doubleComm P Y)) ∧
    (∀ X, doubleComm P X = X ↔ P * X + X * P = X) := by
  refine ⟨fun X => ?_, fun X => ?_, doubleComm_selfAdjoint hH, doubleComm_eq_self_iff hP⟩
  · rw [doubleComm_expand hP]
    noncomm_ring
  · exact (doubleComm_eq_self_iff hP _).2 (isOccVirt_doubleComm hP X)

/-- For a Hermitian idempotent `P`, the squared Frobenius distance from `X` to any `Y` with `P Y + Y
P = Y` is the squared distance from `X` to `[P, [P, X]]` plus that from `[P, [P, X]]` to `Y`. -/
theorem frobenius_pythagoras {P : Matrix n n 𝕜} (hH : Pᴴ = P) (hP : P * P = P)
    (X : Matrix n n 𝕜) {Y : Matrix n n 𝕜} (hY : IsOccVirt P Y) :
    trace ((X - Y)ᴴ * (X - Y))
      = trace ((X - doubleComm P X)ᴴ * (X - doubleComm P X))
        + trace ((doubleComm P X - Y)ᴴ * (doubleComm P X - Y)) := by
  have hZ : IsOccVirt P (doubleComm P X - Y) := by
    have hA := isOccVirt_doubleComm hP X
    unfold IsOccVirt at hA hY ⊢
    calc P * (doubleComm P X - Y) + (doubleComm P X - Y) * P
        = (P * doubleComm P X + doubleComm P X * P) - (P * Y + Y * P) := by noncomm_ring
      _ = doubleComm P X - Y := by rw [hA, hY]
  -- the residual is orthogonal to every matrix satisfying the condition
  have h1 : trace ((X - doubleComm P X)ᴴ * (doubleComm P X - Y)) = 0 := by
    generalize doubleComm P X - Y = Z at hZ ⊢
    rw [conjTranspose_sub, sub_mul, trace_sub, doubleComm_selfAdjoint hH,
      (doubleComm_eq_self_iff hP Z).2 hZ, sub_self]
  have h2 : trace ((doubleComm P X - Y)ᴴ * (X - doubleComm P X)) = 0 := by
    have h := congrArg star h1
    rwa [← trace_conjTranspose, conjTranspose_mul, conjTranspose_conjTranspose,
      star_zero] at h
  have e : X - Y = (X - doubleComm P X) + (doubleComm P X - Y) := by abel
  rw [e, conjTranspose_add]
  simp only [add_mul, mul_add, trace_add, h1, h2, add_zero, zero_add]

omit [DecidableEq n] in
/-- The velocity at time zero of a differentiable curve of idempotent matrices satisfies
the linearised idempotency condition. -/
theorem velocity_isOccVirt {γ : ℝ → Matrix n n 𝕜} {D : Matrix n n 𝕜}
    (hγ : ∀ t, γ t * γ t = γ t)
    (hD : ∀ i j, HasDerivAt (fun t => γ t i j) (D i j) 0) : IsOccVirt (γ 0) D := by
  unfold IsOccVirt
  ext i j
  -- differentiate the entries of `γ t * γ t = γ t`
  have h1 : HasDerivAt (fun t => ∑ k, γ t i k * γ t k j)
      (∑ k, (D i k * γ 0 k j + γ 0 i k * D k j)) 0 :=
    HasDerivAt.fun_sum fun k _ => (hD i k).fun_mul (hD k j)
  have h2 : (fun t => ∑ k, γ t i k * γ t k j) = fun t => γ t i j := by
    funext t
    have h := congrFun (congrFun (hγ t) i) j
    rwa [Matrix.mul_apply] at h
  rw [h2] at h1
  have h3 := h1.unique (hD i j)
  rw [Finset.sum_add_distrib] at h3
  rw [Matrix.add_apply, Matrix.mul_apply, Matrix.mul_apply, add_comm]
  exact h3

/-- For a Hermitian idempotent `P`, a Hermitian `X` with `P X + X P = X` is the commutator `[K, P]`
of the anti-Hermitian matrix `K = [X, P]` with `P`. -/
theorem rotation_generator {P X : Matrix n n 𝕜} (hH : Pᴴ = P) (hP : P * P = P)
    (hXH : Xᴴ = X) (hX : IsOccVirt P X) :
    (X * P - P * X)ᴴ = -(X * P - P * X) ∧
    (X * P - P * X) * P - P * (X * P - P * X) = X := by
  constructor
  · rw [conjTranspose_sub, conjTranspose_mul, conjTranspose_mul, hH, hXH, neg_sub]
  · calc (X * P - P * X) * P - P * (X * P - P * X) = doubleComm P X := by
          unfold doubleComm
          noncomm_ring
      _ = X := (doubleComm_eq_self_iff hP X).2 hX

/-- The real 2×2 matrix with all entries `1/2` is a Hermitian idempotent, and the nonzero
Hermitian matrix `diag(1, -1)` satisfies the linearised idempotency condition for it. -/
theorem grassmann_tangent_witness :
    (!![1/2, 1/2; 1/2, 1/2] : Matrix (Fin 2) (Fin 2) ℝ)ᴴ = !![1/2, 1/2; 1/2, 1/2] ∧
    (!![1/2, 1/2; 1/2, 1/2] : Matrix (Fin 2) (Fin 2) ℝ) * !![1/2, 1/2; 1/2, 1/2]
      = !![1/2, 1/2; 1/2, 1/2] ∧
    (!![1, 0; 0, -1] : Matrix (Fin 2) (Fin 2) ℝ)ᴴ = !![1, 0; 0, -1] ∧
    IsOccVirt (!![1/2, 1/2; 1/2, 1/2] : Matrix (Fin 2) (Fin 2) ℝ) !![1, 0; 0, -1] ∧
    (!![1, 0; 0, -1] : Matrix (Fin 2) (Fin 2) ℝ) ≠ 0 := by
  unfold IsOccVirt
  refine ⟨?_, ?_, ?_, ?_, ?_⟩
  · ext i j
    fin_cases i <;> fin_cases j <;> norm_num [conjTranspose_apply]
  · ext i j
    fin_cases i <;> fin_cases j <;> norm_num [Matrix.mul_apply, Fin.sum_univ_succ]
  · ext i j
    fin_cases i <;> fin_cases j <;> norm_num [conjTranspose_apply]
  · ext i j
    fin_cases i <;> fin_cases j <;> norm_num [Matrix.mul_apply, Fin.sum_univ_succ]
  · intro h
    have h0 := congrFun (congrFun h 0) 0
    norm_num at h0

end GrassmannTangent
```

```lean
#print axioms GrassmannTangent.grassmann_tangent_projection
#print axioms GrassmannTangent.frobenius_pythagoras
#print axioms GrassmannTangent.velocity_isOccVirt
#print axioms GrassmannTangent.rotation_generator
```

```
'GrassmannTangent.grassmann_tangent_projection' depends on axioms: [propext, Classical.choice, Quot.sound]
'GrassmannTangent.frobenius_pythagoras' depends on axioms: [propext, Classical.choice, Quot.sound]
'GrassmannTangent.velocity_isOccVirt' depends on axioms: [propext, Classical.choice, Quot.sound]
'GrassmannTangent.rotation_generator' depends on axioms: [propext, Classical.choice, Quot.sound]
```

## How the proof follows the algebra

`doubleComm_expand` uses `noncomm_ring` to expand products without commuting factors, and groups the result so that `P * P` is visible; `rw [hP]` then replaces it by `P`. The same pattern recurs in `isOccVirt_doubleComm`, which shows that \(T(X)\) satisfies (1).

In `doubleComm_eq_self_iff`, both directions first establish `h0`, the equation \(PXP=0\), and then remove that term from the expansion. Combined with `isOccVirt_doubleComm`, this lemma gives idempotency in the main theorem.

`doubleComm_selfAdjoint` needs only `hH`. Its step `hT` moves the adjoint inside \(T\), `hW` states that a commutator with \(P\) is traceless, and `h` is the identity for \([P,W]\).

In `frobenius_pythagoras`, `hZ` puts the difference \(Z\) in the solution space, and `h1` and `h2` are the two vanishing cross terms. `velocity_isOccVirt` differentiates the sum that defines each entry of \(\gamma(t)^2\), then uses uniqueness of the derivative to equate the result with `D i j`. `rotation_generator` rewrites \([K,P]\) as the double commutator and applies the fixed-point lemma. `grassmann_tangent_witness` checks the two-site matrices entry by entry.
